# For a Hermitian transition operator on finitely many levels, Pauli-blocked transitions cancel in the total oscillator sum

The one-electron levels are a finite set of labels, and the Hamiltonian is written in its own eigenbasis, so that it is a diagonal matrix of real energies $E_n$. The electrons are independent: a many-electron state is specified by the set $S$ of levels that are filled, and an excitation moves one electron without changing the levels or their energies. A label stands for a spin-orbital, which holds at most one electron. Two labels may have the same energy.

The light couples to the electrons through a matrix $X$ with elements $X_{nk}=\langle n|X|k\rangle$, for instance one Cartesian component of the position operator. An electron in $k\in S$ can absorb only into a level $n\notin S$. The result is that, for Hermitian $X$,

$$\sum_{k\in S}\sum_{n\notin S}2(E_n-E_k)|X_{nk}|^2=\sum_{k\in S}[X,[H,X]]_{kk}.$$

If an empty level lies below a filled one, the transition down into it enters the left-hand side with a negative sign, so the sum is the total absorption only when no such transition contributes. The right-hand side contains no restriction on final states. In a non-interacting model of core-level absorption, this means that the Pauli principle can move strength from one edge to another but leaves the total over all occupied levels fixed by the expectation value of a double commutator in the initial state.

In the code the type `ι` is the set of labels. It becomes finite, through `Fintype ι`, when the matrix products are needed.

In Lean 4 with Mathlib:

```lean
import Mathlib

open Matrix

namespace PauliBlockedSumRule

noncomputable section

variable {ι : Type*}
```

## Transition strengths with a sign

The strength of the transition $k\to n$ is

$$s_{kn}=2(E_n-E_k)|X_{nk}|^2 .$$

The first index is the initial level and the second the final one. If $X_{nk}\ne0$, the strength is positive for absorption and negative for a transition that goes down in energy; if $X_{nk}=0$, it is zero. If $X$ is a position component and atomic units are used, $s_{kn}$ is the usual oscillator strength for that polarisation. In other units it lacks the factor $m/\hbar^2$.

The definition takes the energies as a function `E : ι → ℝ` and returns a real number. In `X n k` the row is the final level and the column the initial one, as in $\langle n|X|k\rangle$.

```lean
/-- The strength `2 (E_n - E_k) |X_nk|²` of the transition from level `k` to level `n`, never
positive when the transition goes down in energy. -/
def strength (E : ι → ℝ) (X : Matrix ι ι ℂ) (k n : ι) : ℝ :=
  2 * (E n - E k) * ‖X n k‖ ^ 2
```

## A transition and its reverse have opposite strengths

Hermiticity says $X_{kn}=X_{nk}^*$, hence $|X_{kn}|=|X_{nk}|$. The energy difference changes sign when the two levels are exchanged, so

$$s_{kn}=2(E_n-E_k)|X_{nk}|^2=-2(E_k-E_n)|X_{kn}|^2=-s_{nk}.$$

The proof has the same two parts. The equality of moduli comes from `hX.apply k n`, which is the Hermiticity condition for one pair of elements, together with the fact that conjugation preserves the modulus. After that substitution, `ring` checks the sign.

```lean
/-- For a Hermitian transition operator, a transition and its reverse have opposite
strengths. -/
theorem strength_antisymm (E : ι → ℝ) {X : Matrix ι ι ℂ} (hX : X.IsHermitian) (k n : ι) :
    strength E X k n = -strength E X n k := by
  have h : ‖X k n‖ = ‖X n k‖ := by
    rw [← hX.apply k n, norm_star]
  unfold strength
  rw [h]
  ring
```

## The blocked transitions add up to zero

Let $B$ be the sum of $s_{kn}$ over all pairs with both levels occupied. These are the transitions that the Pauli principle forbids. Exchanging the order of summation, using antisymmetry and then renaming the indices gives

$$B=\sum_{k\in S}\sum_{n\in S}s_{kn}=\sum_{n\in S}\sum_{k\in S}s_{kn}=-\sum_{n\in S}\sum_{k\in S}s_{nk}=-B,$$

so $B=0$. In physical terms, each forbidden upward transition is paired with the equally forbidden downward transition between the same two levels.

The `calc` block follows this chain: `Finset.sum_comm` exchanges the sums, `strength_antisymm` is applied term by term, and the minus sign is taken outside. From $B=-B$, `linarith` concludes. Nothing is assumed about which levels are filled, so $S$ may have a hole in a deep level as well as being a set of lowest levels.

```lean
/-- For a Hermitian transition operator, the strengths of all transitions between occupied
levels add up to zero. -/
theorem blocked_sum_eq_zero (E : ι → ℝ) {X : Matrix ι ι ℂ} (hX : X.IsHermitian)
    (S : Finset ι) : ∑ k ∈ S, ∑ n ∈ S, strength E X k n = 0 := by
  -- exchanging the two levels turns the sum into its own negative
  have h : ∑ k ∈ S, ∑ n ∈ S, strength E X k n
      = -∑ k ∈ S, ∑ n ∈ S, strength E X k n := by
    calc ∑ k ∈ S, ∑ n ∈ S, strength E X k n
        = ∑ n ∈ S, ∑ k ∈ S, strength E X k n := Finset.sum_comm
      _ = ∑ n ∈ S, ∑ k ∈ S, -strength E X n k :=
          Finset.sum_congr rfl fun n _ =>
            Finset.sum_congr rfl fun k _ => strength_antisymm E hX k n
      _ = -∑ k ∈ S, ∑ n ∈ S, strength E X k n := by
          simp only [Finset.sum_neg_distrib]
  linarith
```

## The double commutator counts all final levels

The Hamiltonian is the diagonal matrix with $H_{nn}=E_n$. The real energies are regarded as complex numbers, because $X$ has complex entries.

```lean
variable [Fintype ι] [DecidableEq ι]

/-- The Hamiltonian in its eigenbasis: the diagonal matrix of the real level energies. -/
def hamiltonian (E : ι → ℝ) : Matrix ι ι ℂ :=
  Matrix.diagonal fun n => (E n : ℂ)
```

The double commutator is written out in matrix products,

$$[X,[H,X]]=X(HX-XH)-(HX-XH)X .$$

```lean
/-- The double commutator `[X, [H, X]]`. -/
def doubleComm (H X : Matrix ι ι ℂ) : Matrix ι ι ℂ :=
  X * (H * X - X * H) - (H * X - X * H) * X
```

Since $H$ is diagonal, the inner commutator has elements $(HX-XH)_{nk}=(E_n-E_k)X_{nk}$. A diagonal element of the double commutator is therefore

$$\begin{aligned}
[X,[H,X]]_{kk}&=\sum_n\bigl(X_{kn}(E_n-E_k)X_{nk}-(E_k-E_n)X_{kn}X_{nk}\bigr)\\
&=\sum_n 2(E_n-E_k)X_{kn}X_{nk}=\sum_n s_{kn}.
\end{aligned}$$

The last equality uses $X_{kn}X_{nk}=X_{nk}^*X_{nk}=|X_{nk}|^2$. The sum runs over every level $n$, filled or empty.

In `doubleComm_diag` the left side is a complex matrix element and the right side is a real sum viewed as a complex number, so the statement also says that the diagonal element is real. The proof expands both products into sums over $n$ and compares them term by term. The local statement `h` is the identity $X_{kn}X_{nk}=|X_{nk}|^2$, and `linear_combination` multiplies it by $2(E_n-E_k)$, which is the factor in the second line above.

```lean
/-- For Hermitian `X`, the diagonal element `[X, [H, X]]_kk` is the sum of the strengths of
the transitions from `k` to all levels, occupied or empty. -/
theorem doubleComm_diag (E : ι → ℝ) {X : Matrix ι ι ℂ} (hX : X.IsHermitian) (k : ι) :
    doubleComm (hamiltonian E) X k k = ((∑ n, strength E X k n : ℝ) : ℂ) := by
  unfold doubleComm hamiltonian
  rw [Matrix.sub_apply, Matrix.mul_apply, Matrix.mul_apply, ← Finset.sum_sub_distrib,
    Complex.ofReal_sum]
  refine Finset.sum_congr rfl fun n _ => ?_
  -- Hermiticity turns the product of matrix elements into a squared modulus
  have h : X k n * X n k = ((‖X n k‖ ^ 2 : ℝ) : ℂ) := by
    rw [← hX.apply k n, ← Complex.normSq_eq_norm_sq]
    exact (Complex.normSq_eq_conj_mul_self (z := X n k)).symm
  simp only [Matrix.sub_apply, Matrix.diagonal_mul, Matrix.mul_diagonal, strength]
  push_cast at h ⊢
  linear_combination (2 * ((E n : ℂ) - (E k : ℂ))) * h
```

## The sum rule with Pauli blocking

For each occupied $k$, the final levels divide into occupied and empty ones. Summing over $k\in S$,

$$\sum_{k\in S}[X,[H,X]]_{kk}=\sum_{k\in S}\sum_n s_{kn}=\underbrace{\sum_{k\in S}\sum_{n\in S}s_{kn}}_{0}+\sum_{k\in S}\sum_{n\notin S}s_{kn}.$$

The theorem takes any energies `E`, any Hermitian `X` and any finite set `S : Finset ι` of occupied levels. The complement `Sᶜ` is the set of empty levels. The step `key` is the division of the final levels, and the last rewriting removes the blocked sum by `blocked_sum_eq_zero`.

The condition that $X$ is Hermitian excludes circularly polarised light described by $x+iy$. The use of one matrix in one eigenbasis excludes calculations in which the final orbitals relax around a core hole and differ from the initial ones. Electron–electron interaction beyond a fixed effective one-electron Hamiltonian and a true continuum of final states are also left out.

With a single occupied level, $S=\{k\}$, the only blocked term is $s_{kk}=0$, and the allowed strength of that level equals its double commutator. At the other extreme, when all levels are filled, there are no allowed transitions and the sum of the diagonal elements on the right is zero.

```lean
/-- Sum rule with Pauli blocking: for Hermitian `X`, the strengths of all transitions from
occupied to empty levels add up to the sum of `[X, [H, X]]_kk` over the occupied levels. -/
theorem pauli_blocked_sum_rule (E : ι → ℝ) {X : Matrix ι ι ℂ} (hX : X.IsHermitian)
    (S : Finset ι) :
    ((∑ k ∈ S, ∑ n ∈ Sᶜ, strength E X k n : ℝ) : ℂ)
      = ∑ k ∈ S, doubleComm (hamiltonian E) X k k := by
  -- separate the blocked final levels from the allowed ones
  have key : ∑ k ∈ S, ∑ n, strength E X k n
      = ∑ k ∈ S, ∑ n ∈ S, strength E X k n + ∑ k ∈ S, ∑ n ∈ Sᶜ, strength E X k n := by
    rw [← Finset.sum_add_distrib]
    exact Finset.sum_congr rfl fun k _ => (Finset.sum_add_sum_compl S _).symm
  rw [Finset.sum_congr rfl (fun k _ => doubleComm_diag E hX k), ← Complex.ofReal_sum,
    key, blocked_sum_eq_zero E hX S, zero_add]
```

## Strength proportional to the number of electrons

If $[X,[H,X]]_{kk}=c$ for every occupied $k$, the right-hand side has $N$ equal terms, where $N$ is the number of occupied levels, and

$$\sum_{k\in S}\sum_{n\notin S}s_{kn}=Nc .$$

When $X$ is a position component, the constant $c$ stands for $\hbar^2/m$, which comes from the canonical commutation relation. For a particle in a local potential, $H=p^2/2m+V(x)$, one has $[H,x]=-i\hbar p/m$ and $[x,[H,x]]=\hbar^2/m$, which gives the Thomas–Reiche–Kuhn sum rule. The theorem takes the constant value as its hypothesis `hc` and does not obtain it from a kinetic energy.

With finitely many levels this hypothesis is a real restriction. If there is at least one level and it held with every level filled, the left side would be an empty sum and $c$ would have to be zero. A nonzero $c$ is therefore possible only on part of a non-empty finite set of levels, which is relevant to independent-electron calculations in a finite basis: there the strengths from all occupied to all empty levels add up to the double commutator of the matrices in use, summed over the occupied levels, whether or not that sum is close to $N\hbar^2/m$.

The proof substitutes $c$ into each term of the sum rule, counts the terms with `S.card`, and returns from complex to real numbers.

```lean
/-- If `X` is Hermitian and `[X, [H, X]]_kk` has the same value `c` on every occupied level,
the total allowed strength is `c` times the number of occupied levels. -/
theorem total_strength_eq_card_mul (E : ι → ℝ) {X : Matrix ι ι ℂ} (hX : X.IsHermitian)
    (S : Finset ι) (c : ℝ) (hc : ∀ k ∈ S, doubleComm (hamiltonian E) X k k = (c : ℂ)) :
    ∑ k ∈ S, ∑ n ∈ Sᶜ, strength E X k n = S.card * c := by
  have h := pauli_blocked_sum_rule E hX S
  rw [Finset.sum_congr rfl hc, Finset.sum_const, nsmul_eq_mul] at h
  exact_mod_cast h
```

## A single edge need not obey the same rule

For one initial level among several occupied ones the pairing is incomplete, because the reverse transitions belong to other levels. Dividing the final levels for fixed $k$ gives

$$\sum_{n\notin S}s_{kn}=[X,[H,X]]_{kk}-\sum_{n\in S}s_{kn}.$$

The statement uses the real part `.re` so as to compare real numbers. Nothing is lost, since the diagonal element is real. The theorem holds for every `k`, although the left side is the strength of an absorption edge only when $k$ is occupied.

```lean
/-- For Hermitian `X`, the allowed strength of a single level `k` is `[X, [H, X]]_kk` minus
the strength of its transitions into occupied levels. -/
theorem single_edge_sum (E : ι → ℝ) {X : Matrix ι ι ℂ} (hX : X.IsHermitian)
    (S : Finset ι) (k : ι) :
    ∑ n ∈ Sᶜ, strength E X k n
      = (doubleComm (hamiltonian E) X k k).re - ∑ n ∈ S, strength E X k n := by
  rw [doubleComm_diag E hX, Complex.ofReal_re]
  have h := Finset.sum_add_sum_compl S (strength E X k)
  linarith
```

If $E_k\le E_n$ for every $n\in S$, all the blocked strengths $s_{kn}$ are non-negative, and

$$\sum_{n\notin S}s_{kn}\le[X,[H,X]]_{kk}.$$

The deepest occupied level can thus lose strength to blocking but cannot gain any. Since the total is unchanged, what it loses must appear in the allowed strengths of the higher occupied levels.

In the proof, `h` shows that the blocked sum is non-negative, as each term is a non-negative energy difference times a square. The bound then follows from `single_edge_sum`.

```lean
/-- For Hermitian `X` and a level `k` that lies no higher than any occupied level, the allowed
strength of `k` is at most `[X, [H, X]]_kk`. -/
theorem deepest_edge_le (E : ι → ℝ) {X : Matrix ι ι ℂ} (hX : X.IsHermitian)
    (S : Finset ι) (k : ι) (hk : ∀ n ∈ S, E k ≤ E n) :
    ∑ n ∈ Sᶜ, strength E X k n ≤ (doubleComm (hamiltonian E) X k k).re := by
  have h : 0 ≤ ∑ n ∈ S, strength E X k n := by
    refine Finset.sum_nonneg fun n hn => ?_
    have hE := hk n hn
    exact mul_nonneg (by linarith) (sq_nonneg _)
  rw [single_edge_sum E hX S k]
  linarith
```

## Three levels and two electrons

Take levels 0, 1 and 2 with energies $0,1,2$ in some energy unit.

```lean
/-- Three equally spaced levels with energies 0, 1 and 2. -/
def threeE : Fin 3 → ℝ := ![0, 1, 2]
```

The transition matrix is real and symmetric, with $X_{10}=1$, $X_{20}=1$ and $X_{21}=2$.

```lean
/-- A real symmetric transition operator that couples all three levels. -/
def threeX : Matrix (Fin 3) (Fin 3) ℂ := !![0, 1, 1; 1, 0, 2; 1, 2, 0]
```

Let levels 0 and 1 be occupied. The strengths from level 0 are

$$s_{01}=2\cdot1\cdot1^2=2,\qquad s_{02}=2\cdot2\cdot1^2=4,$$

and those from level 1 are

$$s_{10}=2\cdot(-1)\cdot1^2=-2,\qquad s_{12}=2\cdot1\cdot2^2=8 .$$

The double commutator is $2+4=6$ on level 0 and $-2+8=6$ on level 1. Only level 2 is empty, so the allowed strengths are $4$ and $8$. The lower edge is 2 below its double commutator and the upper edge is 2 above it, while the total is $4+8=12=2\cdot6$.

The theorem `three_level_witness` states that the matrix is Hermitian and gives the four values $6,6,4,8$. The two double commutators are evaluated through `doubleComm_diag` as sums over all three levels. For the allowed strengths, `hS` identifies the complement of $\{0,1\}$ as $\{2\}$, which leaves one term for each edge.

```lean
/-- In the three-level system with levels 0 and 1 occupied, `X` is Hermitian and
`[X, [H, X]]_kk` is 6 on both occupied levels, while their allowed strengths are 4 and 8. -/
theorem three_level_witness :
    threeX.IsHermitian ∧
    doubleComm (hamiltonian threeE) threeX 0 0 = 6 ∧
    doubleComm (hamiltonian threeE) threeX 1 1 = 6 ∧
    ∑ n ∈ ({0, 1} : Finset (Fin 3))ᶜ, strength threeE threeX 0 n = 4 ∧
    ∑ n ∈ ({0, 1} : Finset (Fin 3))ᶜ, strength threeE threeX 1 n = 8 := by
  have hX : threeX.IsHermitian := by
    apply Matrix.IsHermitian.ext
    intro i j
    fin_cases i <;> fin_cases j <;> simp [threeX]
  -- the energies and the matrix elements that enter
  have e0 : threeE 0 = 0 := rfl
  have e1 : threeE 1 = 1 := rfl
  have e2 : threeE 2 = 2 := rfl
  have x10 : threeX 1 0 = 1 := rfl
  have x20 : threeX 2 0 = 1 := rfl
  have x01 : threeX 0 1 = 1 := rfl
  have x21 : threeX 2 1 = 2 := rfl
  have h0 : ∑ n, strength threeE threeX 0 n = 6 := by
    norm_num [Fin.sum_univ_three, strength, e0, e1, e2, x10, x20]
  have h1 : ∑ n, strength threeE threeX 1 n = 6 := by
    norm_num [Fin.sum_univ_three, strength, e0, e1, e2, x01, x21]
  -- level 2 is the only empty level
  have hS : ({0, 1} : Finset (Fin 3))ᶜ = {2} := by decide
  refine ⟨hX, ?_, ?_, ?_, ?_⟩
  · rw [doubleComm_diag threeE hX, h0]
    norm_num
  · rw [doubleComm_diag threeE hX, h1]
    norm_num
  · rw [hS, Finset.sum_singleton]
    norm_num [strength, e0, e2, x20]
  · rw [hS, Finset.sum_singleton]
    norm_num [strength, e1, e2, x21]

end

end PauliBlockedSumRule
```

```lean
#print axioms PauliBlockedSumRule.pauli_blocked_sum_rule
#print axioms PauliBlockedSumRule.total_strength_eq_card_mul
#print axioms PauliBlockedSumRule.deepest_edge_le
```

```
'PauliBlockedSumRule.pauli_blocked_sum_rule' depends on axioms: [propext, Classical.choice, Quot.sound]
'PauliBlockedSumRule.total_strength_eq_card_mul' depends on axioms: [propext, Classical.choice, Quot.sound]
'PauliBlockedSumRule.deepest_edge_le' depends on axioms: [propext, Classical.choice, Quot.sound]
```
